# At fixed l, the overlap of two normalised radial Gaussians depends only on the ratio of their exponents

A radial primitive Gaussian is the function $r^l e^{-ar^2}$ on $(0,\infty)$, with $l$ a natural number and $a>0$, and the inner product of two real radial functions is the integral of their product with weight $r^2$, the radial part of the volume element. A primitive is normalised by dividing it by the square root of its inner product with itself, and the overlap of two primitives is the inner product of their normalised forms.

```lean
import Mathlib

open MeasureTheory Set

namespace GaussianRadialOverlap

noncomputable section

/-- The radial inner product of two real functions on `(0, ∞)` with weight `r²`. -/
def radialInner (f g : ℝ → ℝ) : ℝ := ∫ r in Ioi (0 : ℝ), f r * g r * r ^ 2

/-- The unnormalised radial primitive Gaussian `r^l exp(-a r²)`. -/
def primitive (l : ℕ) (a r : ℝ) : ℝ := r ^ l * Real.exp (-a * r ^ 2)

/-- The radial primitive Gaussian divided by its norm, for exponents `a > 0`. -/
def normalized (l : ℕ) (a r : ℝ) : ℝ :=
  primitive l a r / √(radialInner (primitive l a) (primitive l a))

/-- The overlap of two normalised radial primitives with the same `l` and
positive exponents `a` and `b`. -/
def overlap (l : ℕ) (a b : ℝ) : ℝ := radialInner (normalized l a) (normalized l b)

/-- The overlap integral of two unnormalised primitives is
`Γ(l + 3/2) / (2 (a + b)^(l + 3/2))`, written with a negative power. -/
theorem radialInner_primitive (l : ℕ) {a b : ℝ} (ha : 0 < a) (hb : 0 < b) :
    radialInner (primitive l a) (primitive l b) =
      (a + b) ^ (-((l : ℝ) + 3 / 2)) * (1 / 2) * Real.Gamma ((l : ℝ) + 3 / 2) := by
  have hl : (0 : ℝ) ≤ l := Nat.cast_nonneg l
  have h := integral_rpow_mul_exp_neg_mul_rpow (p := 2) (q := 2 * (l : ℝ) + 2)
    (b := a + b) (by norm_num) (by linarith) (by linarith)
  have e1 : -(2 * (l : ℝ) + 2 + 1) / 2 = -((l : ℝ) + 3 / 2) := by ring
  have e2 : (2 * (l : ℝ) + 2 + 1) / 2 = (l : ℝ) + 3 / 2 := by ring
  rw [e1, e2] at h
  rw [← h]
  unfold radialInner primitive
  refine setIntegral_congr_fun measurableSet_Ioi (fun r _ => ?_)
  -- the product of two Gaussians is a Gaussian with the summed exponent
  show r ^ l * Real.exp (-a * r ^ 2) * (r ^ l * Real.exp (-b * r ^ 2)) * r ^ 2 =
    r ^ (2 * (l : ℝ) + 2) * Real.exp (-(a + b) * r ^ (2 : ℝ))
  have hc : 2 * (l : ℝ) + 2 = ((2 * l + 2 : ℕ) : ℝ) := by norm_num
  have hexp : Real.exp (-(a + b) * r ^ 2) =
      Real.exp (-a * r ^ 2) * Real.exp (-b * r ^ 2) := by
    rw [← Real.exp_add]
    congr 1
    ring
  rw [hc, Real.rpow_natCast, Real.rpow_two, hexp]
  ring

/-- Constant normalisation factors can be taken out of the radial inner product. -/
theorem radialInner_div (f g : ℝ → ℝ) (c d : ℝ) :
    radialInner (fun r => f r / c) (fun r => g r / d) = radialInner f g / (c * d) := by
  unfold radialInner
  rw [← integral_div]
  congr 1
  funext r
  ring

/-- The overlap of two normalised radial primitives is
`(2 √(ab) / (a + b))^(l + 3/2)`. -/
theorem overlap_eq_rpow (l : ℕ) {a b : ℝ} (ha : 0 < a) (hb : 0 < b) :
    overlap l a b = (2 * √(a * b) / (a + b)) ^ ((l : ℝ) + 3 / 2) := by
  have hs : (0 : ℝ) < (l : ℝ) + 3 / 2 := by positivity
  have hG := Real.Gamma_pos_of_pos hs
  have hx : 0 < 2 * √(a * b) := by positivity
  have hab : 0 < a + b := by positivity
  have h0 : overlap l a b = radialInner (primitive l a) (primitive l b) /
      (√(radialInner (primitive l a) (primitive l a)) *
        √(radialInner (primitive l b) (primitive l b))) :=
    radialInner_div (primitive l a) (primitive l b) _ _
  rw [h0, radialInner_primitive l ha hb, radialInner_primitive l ha ha,
    radialInner_primitive l hb hb]
  generalize (l : ℝ) + 3 / 2 = s at *
  generalize Real.Gamma s = G at *
  -- the two norms combine into a single power of `2 √(ab)`
  have hpow : (a + a) ^ (-s) * (b + b) ^ (-s) =
      (2 * √(a * b)) ^ (-s) * (2 * √(a * b)) ^ (-s) := by
    rw [← Real.mul_rpow (by positivity) (by positivity),
      ← Real.mul_rpow hx.le hx.le]
    congr 1
    have hsq : √(a * b) * √(a * b) = a * b := Real.mul_self_sqrt (by positivity)
    linear_combination (-4) * hsq
  have hnorm : √((a + a) ^ (-s) * (1 / 2) * G) * √((b + b) ^ (-s) * (1 / 2) * G) =
      (2 * √(a * b)) ^ (-s) * (1 / 2) * G := by
    rw [← Real.sqrt_mul (by positivity)]
    have hsq : (a + a) ^ (-s) * (1 / 2) * G * ((b + b) ^ (-s) * (1 / 2) * G) =
        ((2 * √(a * b)) ^ (-s) * (1 / 2) * G) ^ 2 := by
      linear_combination (G ^ 2 / 4) * hpow
    rw [hsq, Real.sqrt_sq (by positivity)]
  rw [hnorm, Real.div_rpow hx.le hab.le, Real.rpow_neg hab.le, Real.rpow_neg hx.le]
  have h1 : (a + b) ^ s ≠ 0 := (Real.rpow_pos_of_pos hab s).ne'
  have h2 : (2 * √(a * b)) ^ s ≠ 0 := (Real.rpow_pos_of_pos hx s).ne'
  generalize (a + b) ^ s = A at *
  generalize (2 * √(a * b)) ^ s = B at *
  field_simp

/-- The ratio of arithmetic to geometric mean of two exponents is the hyperbolic cosine
of half the logarithm of their ratio. -/
theorem cosh_half_log_ratio {a b : ℝ} (ha : 0 < a) (hb : 0 < b) :
    Real.cosh (Real.log (a / b) / 2) = (a + b) / (2 * √(a * b)) := by
  have hu : 0 < √a := Real.sqrt_pos.mpr ha
  have hv : 0 < √b := Real.sqrt_pos.mpr hb
  have h : Real.log (a / b) / 2 = Real.log (√a / √b) := by
    rw [Real.log_div ha.ne' hb.ne', Real.log_div hu.ne' hv.ne',
      Real.log_sqrt ha.le, Real.log_sqrt hb.le]
    ring
  have e : a + b = √a ^ 2 + √b ^ 2 := by rw [Real.sq_sqrt ha.le, Real.sq_sqrt hb.le]
  rw [h, Real.cosh_eq, Real.exp_neg, Real.exp_log (div_pos hu hv),
    Real.sqrt_mul ha.le, e, inv_div, div_add_div _ _ hv.ne' hu.ne', div_div]
  ring

/-- The overlap of two normalised radial primitives is
`cosh(ln(a/b)/2)^(-(l + 3/2))`, a function of `l` and the exponent ratio. -/
theorem overlap_eq_cosh (l : ℕ) {a b : ℝ} (ha : 0 < a) (hb : 0 < b) :
    overlap l a b = Real.cosh (Real.log (a / b) / 2) ^ (-((l : ℝ) + 3 / 2)) := by
  rw [overlap_eq_rpow l ha hb, cosh_half_log_ratio ha hb,
    Real.rpow_neg (by positivity), ← Real.inv_rpow (by positivity), inv_div]

/-- Every normalised radial primitive has unit overlap with itself. -/
theorem overlap_self (l : ℕ) {a : ℝ} (ha : 0 < a) : overlap l a a = 1 := by
  rw [overlap_eq_cosh l ha ha, div_self ha.ne', Real.log_one, zero_div,
    Real.cosh_zero, Real.one_rpow]

/-- Multiplying both exponents by the same positive factor leaves the overlap unchanged. -/
theorem overlap_scale (l : ℕ) {a b t : ℝ} (ha : 0 < a) (hb : 0 < b) (ht : 0 < t) :
    overlap l (t * a) (t * b) = overlap l a b := by
  rw [overlap_eq_cosh l (mul_pos ht ha) (mul_pos ht hb), overlap_eq_cosh l ha hb,
    mul_div_mul_left a b ht.ne']

/-- Raising `l` by one at fixed exponents divides the overlap by `cosh(ln(a/b)/2)`. -/
theorem overlap_succ (l : ℕ) {a b : ℝ} (ha : 0 < a) (hb : 0 < b) :
    overlap (l + 1) a b = overlap l a b / Real.cosh (Real.log (a / b) / 2) := by
  have e : -(((l + 1 : ℕ) : ℝ) + 3 / 2) = -((l : ℝ) + 3 / 2) - 1 := by
    push_cast
    ring
  rw [overlap_eq_cosh (l + 1) ha hb, overlap_eq_cosh l ha hb, e,
    Real.rpow_sub_one (Real.cosh_pos _).ne']

/-- At fixed `l`, two pairs of exponents have the same overlap exactly when their
ratios are equal or reciprocal. -/
theorem overlap_eq_iff (l : ℕ) {a b c d : ℝ} (ha : 0 < a) (hb : 0 < b)
    (hc : 0 < c) (hd : 0 < d) :
    overlap l a b = overlap l c d ↔ a / b = c / d ∨ a / b = d / c := by
  have hs : -((l : ℝ) + 3 / 2) ≠ 0 := neg_ne_zero.mpr (by positivity)
  -- the hyperbolic cosine determines its argument up to sign
  have hcosh : ∀ x y : ℝ, Real.cosh x = Real.cosh y ↔ |x| = |y| := fun x y => by
    simp only [le_antisymm_iff, Real.cosh_le_cosh]
  have hinv : Real.log (d / c) = -Real.log (c / d) := by
    rw [← Real.log_inv, inv_div]
  rw [overlap_eq_cosh l ha hb, overlap_eq_cosh l hc hd,
    Real.rpow_left_inj (Real.cosh_pos _).le (Real.cosh_pos _).le hs, hcosh, abs_eq_abs]
  constructor
  · rintro (h | h)
    · exact Or.inl (Real.log_injOn_pos (mem_Ioi.mpr (div_pos ha hb))
        (mem_Ioi.mpr (div_pos hc hd)) (by linarith))
    · exact Or.inr (Real.log_injOn_pos (mem_Ioi.mpr (div_pos ha hb))
        (mem_Ioi.mpr (div_pos hd hc)) (by linarith))
  · rintro (h | h)
    · left
      rw [h]
    · right
      rw [h, hinv]
      ring

end

end GaussianRadialOverlap
```

```lean
#print axioms GaussianRadialOverlap.overlap_self
#print axioms GaussianRadialOverlap.overlap_scale
#print axioms GaussianRadialOverlap.overlap_succ
#print axioms GaussianRadialOverlap.overlap_eq_iff
```

```
'GaussianRadialOverlap.overlap_self' depends on axioms: [propext, Classical.choice, Quot.sound]
'GaussianRadialOverlap.overlap_scale' depends on axioms: [propext, Classical.choice, Quot.sound]
'GaussianRadialOverlap.overlap_succ' depends on axioms: [propext, Classical.choice, Quot.sound]
'GaussianRadialOverlap.overlap_eq_iff' depends on axioms: [propext, Classical.choice, Quot.sound]
```

## Definitions as integrals, results as formulas

Write $g_{l,a}(r)=r^l e^{-ar^2}$ for the primitive and

$$\langle f,g\rangle=\int_0^\infty f(r)\,g(r)\,r^2\,dr$$

for the inner product. In the file these are `primitive l a` and `radialInner f g`. The functions are real, so no complex conjugate appears. They are defined on all of `ℝ`, but the integral runs over `Ioi 0`, the open half-line, and only their values there matter.

The normalised primitive `normalized l a` is $g_{l,a}/\sqrt{\langle g_{l,a},g_{l,a}\rangle}$, and

$$S_l(a,b)=\frac{\langle g_{l,a},g_{l,b}\rangle}{\sqrt{\langle g_{l,a},g_{l,a}\rangle\,\langle g_{l,b},g_{l,b}\rangle}}$$

is the value of `overlap l a b`. No closed normalisation constant is written into the definitions: the norm is the square root of an integral, whose value has to be derived.

There are two main statements, both for every natural $l$ and all $a,b>0$. The theorem `overlap_eq_rpow` gives the algebraic form and `overlap_eq_cosh` the hyperbolic one:

$$S_l(a,b)=\left(\frac{2\sqrt{ab}}{a+b}\right)^{l+3/2}=\cosh\!\left(\tfrac12\ln\frac ab\right)^{-(l+3/2)}.$$

The exponent $l+3/2$ is a real number, so the outer power is a real power of a positive base. In Lean this is why `l` appears there as `(l : ℝ)`, while $r^l$ is an ordinary natural power.

Four further theorems draw out what the formula says:

- `overlap_self`: $S_l(a,a)=1$, so each normalised primitive has unit norm.
- `overlap_scale`: $S_l(ta,tb)=S_l(a,b)$ for every $t>0$.
- `overlap_succ`: $S_{l+1}(a,b)=S_l(a,b)/\cosh(\tfrac12\ln(a/b))$.
- `overlap_eq_iff`: for positive $a,b,c,d$ and the same $l$ on both sides, $S_l(a,b)=S_l(c,d)$ exactly when $a/b=c/d$ or $a/b=d/c$.

The last one is a converse. The overlap not only depends on the exponents through their ratio alone, it also determines that ratio up to inversion. The inversion is unavoidable, because exchanging the two functions leaves their overlap unchanged.

## What the exponent ratio means for a basis

An exponent has the dimension of an inverse squared length, and $1/\sqrt a$ sets the width of the Gaussian. Multiplying both exponents by $t$ stretches or compresses both functions by the same factor, and normalisation absorbs the change of volume. At fixed $l$, only the relative width can then affect the overlap.

For uncontracted Gaussians on one centre with the same angular function, this means that exponents in geometric progression give the same overlap between every pair of neighbours, however tight or diffuse the pair is. With an exponent ratio of 4, for example, the base is $2\cdot 2/5=0.8$. The overlap is then $0.8^{3/2}\approx0.716$ for $l=0$ and $0.8^{5/2}\approx0.572$ for $l=1$.

The theorems concern a single centre, a common power $l$ and single primitives. They don't treat Gaussians on different atoms, contracted functions, or pairs with different powers of $r$.

A different model would take the full three-dimensional functions $g_{l,a}(r)\,Y_{lm}$, with $Y_{lm}$ a normalised real spherical harmonic, and integrate over all space. The integral then splits into a radial and an angular factor. For equal $l$ and $m$ the angular factor is 1 and the same formula results; for different angular functions it is 0. The purely radial model has no such orthogonality, and in exchange it needs neither spherical harmonics nor integration in polar coordinates.

## From the Gamma integral to the hyperbolic cosine

Set $s=l+\tfrac32$. The product of two Gaussians is a Gaussian with the summed exponent, so

$$\langle g_{l,a},g_{l,b}\rangle=\int_0^\infty r^{2l+2}e^{-(a+b)r^2}\,dr.$$

Substitute $u=(a+b)r^2$. Then $r=(u/(a+b))^{1/2}$ and $dr=\tfrac12(a+b)^{-1/2}u^{-1/2}\,du$. The powers of $a+b$ collect to $-(l+1)-\tfrac12=-s$, and those of $u$ to $l+1-\tfrac12=s-1$:

$$\langle g_{l,a},g_{l,b}\rangle=\tfrac12(a+b)^{-s}\int_0^\infty u^{s-1}e^{-u}\,du=\tfrac12(a+b)^{-s}\,\Gamma(s).$$

Setting the two exponents equal gives the squared norms $\tfrac12(2a)^{-s}\Gamma(s)$ and $\tfrac12(2b)^{-s}\Gamma(s)$. Since $2a\cdot2b=(2\sqrt{ab})^2$, the product of the norms is

$$\sqrt{\tfrac14\,(4ab)^{-s}\,\Gamma(s)^2}=\tfrac12\,(2\sqrt{ab})^{-s}\,\Gamma(s).$$

On division, the factor $\tfrac12\Gamma(s)$ cancels:

$$S_l(a,b)=\frac{(a+b)^{-s}}{(2\sqrt{ab})^{-s}}=\left(\frac{2\sqrt{ab}}{a+b}\right)^{s}.$$

For the hyperbolic form, note that $e^{\frac12\ln(a/b)}=\sqrt{a/b}$. Hence

$$\cosh\!\left(\tfrac12\ln\frac ab\right)=\frac12\left(\sqrt{\frac ab}+\sqrt{\frac ba}\right)=\frac{a+b}{2\sqrt{ab}}.$$

This is the reciprocal of the base above, so $S_l(a,b)=\cosh(\tfrac12\ln(a/b))^{-s}$.

The consequences follow from this form. If $a=b$, the logarithm is 0 and the hyperbolic cosine is 1, which gives unit norm. A common factor $t$ cancels in $a/b$. Raising $l$ by one changes the exponent from $-s$ to $-s-1$, which is one more division by the hyperbolic cosine.

For the converse, suppose $S_l(a,b)=S_l(c,d)$. A power with a fixed nonzero exponent is injective on positive bases, so the two hyperbolic cosines are equal. The hyperbolic cosine is even and strictly increasing on $[0,\infty)$, which gives $|\ln(a/b)|=|\ln(c/d)|$. Thus $\ln(a/b)=\pm\ln(c/d)$, and the two signs give $a/b=c/d$ and $a/b=d/c$. Each step can be reversed.

## How the Lean proof follows the calculation

The first lemma, `radialInner_primitive`, evaluates the unnormalised overlap. Mathlib's `integral_rpow_mul_exp_neg_mul_rpow` supplies the Gamma integral for a general power times a general exponential, and the substitution $u=(a+b)r^2$ is contained in it. The proof applies it with power $2l+2$ and total exponent $a+b$. It then uses `setIntegral_congr_fun` to show that the two integrands agree at each point, with `hexp` combining the exponentials.

The lemma `radialInner_div` takes constant divisors out of the inner product. In `overlap_eq_rpow` it produces `h0`, the quotient of the unnormalised overlap by the two norms. Three uses of `radialInner_primitive` then replace all the integrals by their values.

From there on the proof is algebra. The first two `generalize` steps replace $l+\tfrac32$ by `s` and the Gamma value by `G`, of which only positivity is needed. The statement `hpow` is the identity $(2a)^{-s}(2b)^{-s}=\big((2\sqrt{ab})^{-s}\big)^2$, and `hnorm` takes the square root to obtain the product of the norms. The final `field_simp` cancels the common factors.

The lemma `cosh_half_log_ratio` first rewrites $\tfrac12\ln(a/b)$ as $\ln(\sqrt a/\sqrt b)$. It then expands the hyperbolic cosine into exponentials, which undo the logarithm, and brings the two fractions to a common denominator. The theorem `overlap_eq_cosh` combines this with the algebraic form by inverting the base and changing the sign of the exponent.

The theorems `overlap_self`, `overlap_scale` and `overlap_succ` are short rewrites of the hyperbolic form, as in the calculation above. In `overlap_eq_iff`, `Real.rpow_left_inj` removes the common power, and `hcosh` states that equal hyperbolic cosines mean equal absolute values of the arguments. `abs_eq_abs` splits this into the two signs, and `Real.log_injOn_pos`, the injectivity of the logarithm on positive numbers, turns each case into an equation between ratios.

## Negative exponents break the hyperbolic formula

Positivity of the exponents is what makes the primitives normalisable. Take $a=b=-1$ and any $l$. The function $r^l e^{r^2}$ grows without bound and its norm integral diverges, so there is no normalised function to speak of. Lean assigns the value 0 to a divergent integral and to division by zero, so `overlap l (-1) (-1)` is 0. The hyperbolic expression, however, sees only the ratio $a/b=1$ and returns 1. Without the positivity hypotheses, `overlap_eq_cosh` and `overlap_self` would therefore be false.

The same pair shows why the scaling factor in `overlap_scale` must be positive: with $t=-1$ and $a=b=1$, the left side is 0 and the right side is 1.
